# The Hopf map: a spin one-half state is fixed up to phase by its Bloch vector

Many spin one-half particles are prepared in the same pure spin state, with normalised state vector $\psi$, and divided into three groups. The spin component along $x$ is measured on the first group, along $y$ on the second and along $z$ on the third, and the three averages give the mean spin $\langle \mathbf S\rangle = \tfrac{\hbar}{2}\,\mathbf n$ with $n_i = \langle\psi,\sigma_i\psi\rangle$. The state $\psi$ has two complex amplitudes, that is four real numbers, tied by one normalisation condition, while $\mathbf n$ has three real components. The question is which vectors $\mathbf n$ occur and how much of $\psi$ they determine. For a normalised $\psi$ the vector $\mathbf n$ has length one, every unit vector occurs, and $\mathbf n$ fixes $\psi$ up to a complex factor of modulus one.

The map $\psi\mapsto\mathbf n$ from the unit sphere $S^3\subset\mathbb C^2$ to $S^2\subset\mathbb R^3$ is the Hopf map; the Hopf fibration as a topological statement also includes smoothness, local triviality of the circle bundle and its global non-triviality, whereas the theorems here give only the image and the fibres as sets. For a single two-level system in a pure state this is the Bloch-sphere picture of a qubit, and for one two-component spin orbital at one point in space the same algebra relates the amplitudes to the density and the magnetisation vector of a non-collinear spin description.

## The model

```lean
import Mathlib

open Matrix ComplexConjugate

namespace HopfMap

noncomputable section
```

A spinor is a pair $\psi=(\psi_0,\psi_1)$ of complex amplitudes. Index $0$ is spin up and index $1$ is spin down along $z$. The state carries no spatial or time dependence, and mixed states are not represented.

```lean
/-- A spin one-half state vector: two complex amplitudes. -/
abbrev Spinor := Fin 2 → ℂ
```

The Pauli matrices are taken in the usual representation,
$$\sigma_x=\begin{pmatrix}0&1\\1&0\end{pmatrix},\qquad \sigma_y=\begin{pmatrix}0&-i\\i&0\end{pmatrix},\qquad \sigma_z=\begin{pmatrix}1&0\\0&-1\end{pmatrix},$$
and `pauli 0`, `pauli 1`, `pauli 2` stand for $\sigma_x,\sigma_y,\sigma_z$. The factor $\hbar/2$ is left out throughout.

```lean
/-- The Pauli matrices `σₓ, σ_y, σ_z`. -/
def pauli : Fin 3 → Matrix (Fin 2) (Fin 2) ℂ :=
  ![!![0, 1; 1, 0], !![0, -Complex.I; Complex.I, 0], !![1, 0; 0, -1]]
```

The inner product follows the physicists' convention, conjugate-linear in the first argument. In Lean, `star φ` conjugates each amplitude and `⬝ᵥ` is the plain bilinear sum of products.

```lean
/-- The inner product `⟨φ, ψ⟩`, conjugate-linear in `φ`. -/
def braket (φ ψ : Spinor) : ℂ := star φ ⬝ᵥ ψ
```

The squared norm is $N(\psi)=|\psi_0|^2+|\psi_1|^2$, with `Complex.normSq` the squared modulus. It is defined explicitly because the norm that Mathlib attaches to `Fin 2 → ℂ` is the largest modulus of a component, which is not the Hilbert-space norm. For the same reason the length of a real three-vector is expressed below through its dot product with itself.

```lean
/-- The squared norm `|ψ₀|² + |ψ₁|²` of a spinor. -/
def spinorNormSq (ψ : Spinor) : ℝ := ∑ i, Complex.normSq (ψ i)
```

The Bloch vector is defined for every spinor, normalised or not, as $n_i(\psi)=\operatorname{Re}\langle\psi,\sigma_i\psi\rangle$. The real part makes `bloch ψ` a vector in $\mathbb R^3$, of type `Fin 3 → ℝ`, and `*ᵥ` is the action of a matrix on a column vector.

```lean
/-- The Bloch vector `nᵢ = Re ⟨ψ, σᵢ ψ⟩`. -/
def bloch (ψ : Spinor) (i : Fin 3) : ℝ := (braket ψ (pauli i *ᵥ ψ)).re
```

## Components of the Bloch vector

Written out, the inner product is $\langle\varphi,\psi\rangle=\bar\varphi_0\psi_0+\bar\varphi_1\psi_1$.

```lean
/-- The inner product written out in components. -/
theorem braket_eq (φ ψ : Spinor) :
    braket φ ψ = conj (φ 0) * ψ 0 + conj (φ 1) * ψ 1 := by
  simp [braket, dotProduct, Fin.sum_univ_two]
```

Matrix multiplication gives
$$\sigma_x\psi=(\psi_1,\psi_0),\qquad \sigma_y\psi=(-i\psi_1,\,i\psi_0),\qquad \sigma_z\psi=(\psi_0,-\psi_1).$$
The proof checks the six entries one at a time.

```lean
/-- The action of the three Pauli matrices on the amplitudes of a spinor. -/
theorem pauli_mulVec (ψ : Spinor) :
    pauli 0 *ᵥ ψ = ![ψ 1, ψ 0] ∧
    pauli 1 *ᵥ ψ = ![-Complex.I * ψ 1, Complex.I * ψ 0] ∧
    pauli 2 *ᵥ ψ = ![ψ 0, -ψ 1] := by
  refine ⟨?_, ?_, ?_⟩ <;> ext i <;> fin_cases i <;>
    simp [pauli, Matrix.mulVec, dotProduct, Fin.sum_univ_two]
```

Put $w=\bar\psi_0\psi_1$, so that $\bar w=\bar\psi_1\psi_0$. Then
$$\langle\psi,\sigma_x\psi\rangle=w+\bar w,\qquad \langle\psi,\sigma_y\psi\rangle=-i\,(w-\bar w),\qquad \langle\psi,\sigma_z\psi\rangle=|\psi_0|^2-|\psi_1|^2 .$$
All three are real: the first is $2\operatorname{Re}w$, the second is $-i\cdot 2i\operatorname{Im}w=2\operatorname{Im}w$, and the third is a difference of squared moduli. The real part in the definition therefore discards nothing, and `bloch_eq_expectation` states that $n_i$, read as a complex number, equals $\langle\psi,\sigma_i\psi\rangle$. Its step `him` computes the imaginary part for each $i$ and finds zero; real and imaginary parts are then compared separately.

```lean
/-- The expectation value `⟨ψ, σᵢ ψ⟩` is real and equals the Bloch component `nᵢ`. -/
theorem bloch_eq_expectation (ψ : Spinor) (i : Fin 3) :
    (bloch ψ i : ℂ) = braket ψ (pauli i *ᵥ ψ) := by
  obtain ⟨h0, h1, h2⟩ := pauli_mulVec ψ
  have hi : ∀ i : Fin 3, i = 0 ∨ i = 1 ∨ i = 2 := by decide
  have him : (braket ψ (pauli i *ᵥ ψ)).im = 0 := by
    rcases hi i with rfl | rfl | rfl
    · rw [h0, braket_eq]
      simp
      ring
    · rw [h1, braket_eq]
      simp
      ring
    · rw [h2, braket_eq]
      simp
      ring
  apply Complex.ext
  · rw [Complex.ofReal_re, bloch]
  · rw [Complex.ofReal_im, him]
```

The same computation, now for the real parts, yields
$$\mathbf n(\psi)=\bigl(2\operatorname{Re}\bar\psi_0\psi_1,\;2\operatorname{Im}\bar\psi_0\psi_1,\;|\psi_0|^2-|\psi_1|^2\bigr),$$
or $n_x+in_y=2\bar\psi_0\psi_1$. Spin up, $(1,0)$, has $\mathbf n=(0,0,1)$, and spin down has $\mathbf n=(0,0,-1)$.

```lean
/-- The Bloch vector in terms of amplitudes:
`n = (2 Re (conj ψ₀ · ψ₁), 2 Im (conj ψ₀ · ψ₁), |ψ₀|² - |ψ₁|²)`. -/
theorem bloch_components (ψ : Spinor) :
    bloch ψ 0 = 2 * (conj (ψ 0) * ψ 1).re ∧
    bloch ψ 1 = 2 * (conj (ψ 0) * ψ 1).im ∧
    bloch ψ 2 = Complex.normSq (ψ 0) - Complex.normSq (ψ 1) := by
  obtain ⟨h0, h1, h2⟩ := pauli_mulVec ψ
  refine ⟨?_, ?_, ?_⟩
  · rw [bloch, h0, braket_eq]
    simp
    ring
  · rw [bloch, h1, braket_eq]
    simp
    ring
  · rw [bloch, h2, braket_eq]
    simp [Complex.normSq_apply]
    ring
```

## Dot products of Bloch vectors

Take two arbitrary spinors, with $u=\bar\varphi_0\varphi_1$ and $w=\bar\psi_0\psi_1$. Since $\operatorname{Re}u\operatorname{Re}w+\operatorname{Im}u\operatorname{Im}w=\operatorname{Re}(u\bar w)$,
$$\mathbf n(\varphi)\cdot\mathbf n(\psi)=4\operatorname{Re}\bigl(\bar\varphi_0\varphi_1\psi_0\bar\psi_1\bigr)+\bigl(|\varphi_0|^2-|\varphi_1|^2\bigr)\bigl(|\psi_0|^2-|\psi_1|^2\bigr).$$
The squared overlap contains the same cross term,
$$|\langle\varphi,\psi\rangle|^2=|\varphi_0|^2|\psi_0|^2+|\varphi_1|^2|\psi_1|^2+2\operatorname{Re}\bigl(\bar\varphi_0\varphi_1\psi_0\bar\psi_1\bigr).$$
Doubling this and subtracting $N(\varphi)N(\psi)$, which is the sum of all four products $|\varphi_j|^2|\psi_k|^2$, leaves the cross term with coefficient $4$, the products with $j=k$ with sign $+$ and those with $j\neq k$ with sign $-$. This is the first expression, so
$$\mathbf n(\varphi)\cdot\mathbf n(\psi)=2\,|\langle\varphi,\psi\rangle|^2-N(\varphi)\,N(\psi).$$
For unit spinors it rearranges to $|\langle\varphi,\psi\rangle|^2=\tfrac12\bigl(1+\mathbf n(\varphi)\cdot\mathbf n(\psi)\bigr)$, the transition probability in terms of the angle between the two vectors. In Lean both sides are expanded into the eight real and imaginary parts of the amplitudes, and `ring` confirms the polynomial identity.

```lean
/-- For any two spinors, `n(φ) · n(ψ) = 2 |⟨φ, ψ⟩|² - ‖φ‖² ‖ψ‖²`. -/
theorem bloch_dot_bloch (φ ψ : Spinor) :
    bloch φ ⬝ᵥ bloch ψ
      = 2 * Complex.normSq (braket φ ψ) - spinorNormSq φ * spinorNormSq ψ := by
  obtain ⟨a0, a1, a2⟩ := bloch_components φ
  obtain ⟨b0, b1, b2⟩ := bloch_components ψ
  simp only [dotProduct, Fin.sum_univ_three, a0, a1, a2, b0, b1, b2, braket_eq, spinorNormSq,
    Fin.sum_univ_two, Complex.normSq_apply, Complex.add_re, Complex.add_im, Complex.mul_re,
    Complex.mul_im, Complex.conj_re, Complex.conj_im]
  ring
```

For a single spinor, $n_x^2+n_y^2=4|w|^2=4|\psi_0|^2|\psi_1|^2$, and therefore
$$\mathbf n\cdot\mathbf n=4|\psi_0|^2|\psi_1|^2+\bigl(|\psi_0|^2-|\psi_1|^2\bigr)^2=N(\psi)^2 .$$
The proof repeats the expansion into real and imaginary parts for one spinor.

```lean
/-- For any spinor the squared length of the Bloch vector is `(‖ψ‖²)²`. -/
theorem bloch_dot_self (ψ : Spinor) : bloch ψ ⬝ᵥ bloch ψ = spinorNormSq ψ ^ 2 := by
  obtain ⟨b0, b1, b2⟩ := bloch_components ψ
  simp only [dotProduct, Fin.sum_univ_three, b0, b1, b2, spinorNormSq,
    Fin.sum_univ_two, Complex.normSq_apply, Complex.mul_re,
    Complex.mul_im, Complex.conj_re, Complex.conj_im]
  ring
```

## The matrix $\psi\psi^\dagger$ and rescaling

The matrix $\psi\psi^\dagger$ has entries $\psi_j\bar\psi_k$; in Lean it is `vecMulVec ψ (star ψ)`. On the other side,
$$\tfrac12\bigl(N\,\mathbb 1+\mathbf n\cdot\boldsymbol\sigma\bigr)=\frac12\begin{pmatrix}N+n_z&n_x-in_y\\ n_x+in_y&N-n_z\end{pmatrix}.$$
Here $N+n_z=2|\psi_0|^2$ and $N-n_z=2|\psi_1|^2$, while $n_x+in_y=2\psi_1\bar\psi_0$ and $n_x-in_y=2\psi_0\bar\psi_1$. The four entries match, so
$$\psi\psi^\dagger=\tfrac12\bigl(N(\psi)\,\mathbb 1+\mathbf n(\psi)\cdot\boldsymbol\sigma\bigr)$$
for every spinor. For $N=1$ the left side is the density matrix of the pure state, and it depends on $\psi$ only through $\mathbf n$. The proof compares the real and imaginary parts of each entry, eight real equations in all.

```lean
/-- The matrix `|ψ⟩⟨ψ|` equals `(‖ψ‖² 1 + n · σ) / 2`. -/
theorem ketbra_eq (ψ : Spinor) :
    vecMulVec ψ (star ψ)
      = (1 / 2 : ℂ) • ((spinorNormSq ψ : ℂ) • (1 : Matrix (Fin 2) (Fin 2) ℂ)
          + ∑ i, (bloch ψ i : ℂ) • pauli i) := by
  obtain ⟨b0, b1, b2⟩ := bloch_components ψ
  rw [Fin.sum_univ_three, b0, b1, b2]
  ext i j
  fin_cases i <;> fin_cases j <;> apply Complex.ext <;>
    simp [pauli, Matrix.vecMulVec_apply, spinorNormSq, Fin.sum_univ_two,
      Complex.normSq_apply] <;> ring
```

Replacing $\psi$ by $c\psi$ multiplies $\bar\psi_0\psi_1$ by $\bar c c=|c|^2$ and each $|\psi_j|^2$ by the same real factor. Hence $\mathbf n(c\psi)=|c|^2\,\mathbf n(\psi)$ for every complex $c$, checked component by component.

```lean
/-- Multiplying a spinor by `c` multiplies its Bloch vector by `|c|²`. -/
theorem bloch_smul (c : ℂ) (ψ : Spinor) :
    bloch (c • ψ) = Complex.normSq c • bloch ψ := by
  obtain ⟨a0, a1, a2⟩ := bloch_components (c • ψ)
  obtain ⟨b0, b1, b2⟩ := bloch_components ψ
  have hi : ∀ i : Fin 3, i = 0 ∨ i = 1 ∨ i = 2 := by decide
  funext i
  rcases hi i with rfl | rfl | rfl <;>
    simp only [a0, a1, a2, b0, b1, b2, Pi.smul_apply, smul_eq_mul, Complex.normSq_apply,
      Complex.mul_re, Complex.mul_im, Complex.conj_re, Complex.conj_im] <;> ring
```

## Unit length and the phase

Let $N(\varphi)=N(\psi)=1$. Then $\mathbf n(\psi)\cdot\mathbf n(\psi)=N(\psi)^2=1$.

If $\psi=c\varphi$ with $|c|=1$, the scaling law gives $\mathbf n(\psi)=|c|^2\,\mathbf n(\varphi)=\mathbf n(\varphi)$.

Conversely, suppose $\mathbf n(\psi)=\mathbf n(\varphi)$ and set $c=\langle\varphi,\psi\rangle$. The dot-product formula reads
$$1=\mathbf n(\psi)\cdot\mathbf n(\psi)=\mathbf n(\varphi)\cdot\mathbf n(\psi)=2|c|^2-1,$$
so $|c|^2=1$ and $|c|=1$. Equal norms and equal Bloch vectors give $\psi\psi^\dagger=\varphi\varphi^\dagger$, that is $\psi_j\bar\psi_k=\varphi_j\bar\varphi_k$ for all $j,k$. Multiplying by $\psi_k$ and summing over $k$ applies both matrices to $\psi$:
$$\psi_j\sum_k\bar\psi_k\psi_k=\varphi_j\sum_k\bar\varphi_k\psi_k .$$
The sum on the left is $N(\psi)=1$ and the sum on the right is $c$, so $\psi_j=c\,\varphi_j$.

The theorem `hopf_map` takes two spinors with the hypotheses `hφ` and `hψ` that their squared norms equal one, and concludes two things. The first, `bloch ψ ⬝ᵥ bloch ψ = 1`, is unit length of $\mathbf n(\psi)$ in the Euclidean sense; since $\psi$ is any unit spinor, it applies to $\varphi$ as well by exchanging the roles. The second is the equivalence of `bloch ψ = bloch φ`, equality of all three components, with `∃ c : ℂ, ‖c‖ = 1 ∧ ψ = c • φ`, where `‖c‖` is the modulus of a complex number and `c • φ` multiplies both amplitudes by the same $c$. The statement gives existence of $c$; that the overlap serves as $c$ is seen in the proof. That a common phase factor leaves the physical state unchanged is an interpretation supplied by quantum mechanics and is not part of the formal statement.

Normalisation of $\psi$ is needed for the first conclusion: $\psi=(2,0)$ has $\mathbf n=(0,0,4)$, of squared length $16$.

In the proof, `hunit` is the unit length. In the forward direction `hd` starts as the dot-product formula and is rewritten into $1=2|c|^2-1\cdot 1$, from which `linarith` extracts $|c|^2=1$ and `sq_eq_sq₀` passes to $|c|=1$ using that both numbers are non-negative. The equality of matrices is `hP`, its entries are `e`, and `hself` is $\sum_k\bar\psi_k\psi_k=1$ as a complex equation. The closing `linear_combination` multiplies `e i 0` by $\psi_0$ and `e i 1` by $\psi_1$, adds them, and subtracts $\psi_i$ times `hself`, which is the summation over $k$ above. The last two lines are the reverse direction through `bloch_smul`.

```lean
/-- The Bloch vector of a unit spinor has unit length, and two unit spinors have the same
Bloch vector exactly when they differ by a complex factor of modulus one. -/
theorem hopf_map (φ ψ : Spinor) (hφ : spinorNormSq φ = 1) (hψ : spinorNormSq ψ = 1) :
    bloch ψ ⬝ᵥ bloch ψ = 1 ∧
    (bloch ψ = bloch φ ↔ ∃ c : ℂ, ‖c‖ = 1 ∧ ψ = c • φ) := by
  have hunit : bloch ψ ⬝ᵥ bloch ψ = 1 := by rw [bloch_dot_self, hψ, one_pow]
  refine ⟨hunit, ?_, ?_⟩
  · intro h
    -- the factor is the overlap ⟨φ, ψ⟩
    refine ⟨braket φ ψ, ?_, ?_⟩
    · have hd := bloch_dot_bloch φ ψ
      rw [← h, hunit, hφ, hψ, Complex.normSq_eq_norm_sq] at hd
      exact (sq_eq_sq₀ (norm_nonneg _) zero_le_one).mp (by linarith)
    · -- equal Bloch vectors give |ψ⟩⟨ψ| = |φ⟩⟨φ|
      have hP : vecMulVec ψ (star ψ) = vecMulVec φ (star φ) := by
        rw [ketbra_eq ψ, ketbra_eq φ, hφ, hψ, h]
      have e : ∀ i j, ψ i * conj (ψ j) = φ i * conj (φ j) := by
        intro i j
        have hij := congrFun (congrFun hP i) j
        simpa [Matrix.vecMulVec_apply] using hij
      have hself : conj (ψ 0) * ψ 0 + conj (ψ 1) * ψ 1 = 1 := by
        have h1 : conj (ψ 0) * ψ 0 + conj (ψ 1) * ψ 1 = (spinorNormSq ψ : ℂ) := by
          simp only [spinorNormSq, Fin.sum_univ_two, Complex.ofReal_add,
            Complex.normSq_eq_conj_mul_self]
        rw [h1, hψ, Complex.ofReal_one]
      -- apply both matrices to ψ
      funext i
      rw [Pi.smul_apply, smul_eq_mul, braket_eq]
      linear_combination ψ 0 * e i 0 + ψ 1 * e i 1 - ψ i * hself
  · rintro ⟨c, hc, hψc⟩
    rw [hψc, bloch_smul, Complex.normSq_eq_norm_sq, hc, one_pow, one_smul]
```

## Every direction occurs

Let $\mathbf n=(x,y,z)$ be real with $x^2+y^2+z^2=1$. If $z=-1$, then $x^2+y^2=0$, so $x=y=0$, and spin down, $\psi=(0,1)$, has this Bloch vector.

Otherwise $z>-1$, because $0\le x^2+y^2+(z+1)^2=2+2z$ gives $z\ge-1$ and equality is excluded. Choose a real $t$ with $2t^2(1+z)=1$ and put $\psi=t\,(1+z,\;x+iy)$. With $x^2+y^2=1-z^2=(1-z)(1+z)$,
$$N=t^2\bigl[(1+z)^2+1-z^2\bigr]=2t^2(1+z)=1,$$
$$n_x+in_y=2\bar\psi_0\psi_1=2t^2(1+z)(x+iy)=x+iy,$$
$$n_z=t^2\bigl[(1+z)^2-(1-z^2)\bigr]=2t^2(1+z)\,z=z .$$
With $z=\cos\theta$ and $x+iy=e^{i\alpha}\sin\theta$, where $0\le\theta<\pi$, the positive root $t$ gives the spinor $(\cos\tfrac\theta2,\;e^{i\alpha}\sin\tfrac\theta2)$, though the formal proof uses no angles.

The theorem `bloch_surjective` states that for every `n : Fin 3 → ℝ` with `n ⬝ᵥ n = 1` there is a spinor of squared norm one whose Bloch vector is `n`. Together with `hopf_map` it says that the Bloch vectors of unit spinors are exactly the points of the unit sphere, and that the unit spinors over each point form one set $\{c\varphi:|c|=1\}$, where $\varphi$ is any one of them. The proof splits on `n 2 = -1`. In the second branch `h1` is the bound $z\ge-1$, found by `nlinarith` from the three squares shown above, and `ht` is the defining equation of $t$, met by $t=\sqrt{1/(2(1+z))}$, where `hpos` guarantees a positive denominator. The spinor enters only through the real and imaginary parts `r0`, `i0`, `r1`, `i1` of its amplitudes. Each `linear_combination` in that branch corresponds to one of the displayed lines: the transverse components need only `ht`, while the norm and $n_z$ also use the sphere equation `hn'` multiplied by $\pm t^2$.

```lean
/-- Every real unit vector in three dimensions is the Bloch vector of some unit spinor. -/
theorem bloch_surjective (n : Fin 3 → ℝ) (hn : n ⬝ᵥ n = 1) :
    ∃ ψ : Spinor, spinorNormSq ψ = 1 ∧ bloch ψ = n := by
  have hn' : n 0 * n 0 + n 1 * n 1 + n 2 * n 2 = 1 := by
    simpa [dotProduct, Fin.sum_univ_three] using hn
  have hi : ∀ i : Fin 3, i = 0 ∨ i = 1 ∨ i = 2 := by decide
  by_cases hz : n 2 = -1
  · -- south pole: ψ = (0, 1)
    have hs : n 0 * n 0 + n 1 * n 1 = 0 := by
      rw [hz] at hn'
      linarith
    have hx : n 0 = 0 := mul_self_eq_zero.mp
      (by linarith [mul_self_nonneg (n 0), mul_self_nonneg (n 1)])
    have hy : n 1 = 0 := mul_self_eq_zero.mp
      (by linarith [mul_self_nonneg (n 0), mul_self_nonneg (n 1)])
    obtain ⟨ψ, r0, i0, r1, i1⟩ : ∃ ψ : Spinor,
        (ψ 0).re = 0 ∧ (ψ 0).im = 0 ∧ (ψ 1).re = 1 ∧ (ψ 1).im = 0 :=
      ⟨![(⟨0, 0⟩ : ℂ), (⟨1, 0⟩ : ℂ)], rfl, rfl, rfl, rfl⟩
    obtain ⟨b0, b1, b2⟩ := bloch_components ψ
    refine ⟨ψ, ?_, ?_⟩
    · simp only [spinorNormSq, Fin.sum_univ_two, Complex.normSq_apply, r0, i0, r1, i1]
      norm_num
    · funext i
      rcases hi i with rfl | rfl | rfl <;>
        simp only [b0, b1, b2, Complex.normSq_apply, Complex.mul_re, Complex.mul_im,
          Complex.conj_re, Complex.conj_im, r0, i0, r1, i1]
      · linear_combination -hx
      · linear_combination -hy
      · linear_combination -hz
  · -- otherwise ψ = t (1 + z, x + i y) with t² = 1 / (2 (1 + z))
    have h1 : -1 ≤ n 2 := by
      nlinarith [sq_nonneg (n 0), sq_nonneg (n 1), sq_nonneg (n 2 + 1)]
    have h2 : -1 < n 2 := lt_of_le_of_ne h1 (Ne.symm hz)
    have hpos : 0 < 2 * (1 + n 2) := by linarith
    obtain ⟨t, ht⟩ : ∃ t : ℝ, t ^ 2 * (2 * (1 + n 2)) = 1 :=
      ⟨Real.sqrt (2 * (1 + n 2))⁻¹, by
        rw [Real.sq_sqrt (inv_nonneg.mpr hpos.le)]
        exact inv_mul_cancel₀ hpos.ne'⟩
    obtain ⟨ψ, r0, i0, r1, i1⟩ : ∃ ψ : Spinor,
        (ψ 0).re = (1 + n 2) * t ∧ (ψ 0).im = 0 ∧ (ψ 1).re = n 0 * t ∧ (ψ 1).im = n 1 * t :=
      ⟨![(⟨(1 + n 2) * t, 0⟩ : ℂ), (⟨n 0 * t, n 1 * t⟩ : ℂ)], rfl, rfl, rfl, rfl⟩
    obtain ⟨b0, b1, b2⟩ := bloch_components ψ
    refine ⟨ψ, ?_, ?_⟩
    · simp only [spinorNormSq, Fin.sum_univ_two, Complex.normSq_apply, r0, i0, r1, i1]
      linear_combination t ^ 2 * hn' + ht
    · funext i
      rcases hi i with rfl | rfl | rfl <;>
        simp only [b0, b1, b2, Complex.normSq_apply, Complex.mul_re, Complex.mul_im,
          Complex.conj_re, Complex.conj_im, r0, i0, r1, i1]
      · linear_combination n 0 * ht
      · linear_combination n 1 * ht
      · linear_combination (-t ^ 2) * hn' + n 2 * ht
```

## Orthogonal states lie at opposite points

For unit spinors, $\mathbf n(\varphi)\cdot\mathbf n(\psi)=2|\langle\varphi,\psi\rangle|^2-1$ and both vectors have unit length. If $\langle\varphi,\psi\rangle=0$, the dot product is $-1$, so
$$|\mathbf n(\psi)+\mathbf n(\varphi)|^2=1+1+2(-1)=0$$
and $\mathbf n(\psi)=-\mathbf n(\varphi)$. Conversely, if $\mathbf n(\psi)=-\mathbf n(\varphi)$, the dot product is $-\mathbf n(\varphi)\cdot\mathbf n(\varphi)=-1$, so $2|\langle\varphi,\psi\rangle|^2=0$ and the overlap vanishes. Spin up and spin down along $z$ are the simplest instance. Normalisation matters here: $\varphi=(1,0)$ and $\psi=(0,2)$ are orthogonal, yet their vectors $(0,0,1)$ and $(0,0,-4)$ are not negatives of each other.

Three neighbouring facts lie beyond what the theorems establish and are recorded without proof. A mixed state of a spin one-half has a mean-spin vector $\mathbf n$ of length less than one. For spin one the mean spin no longer determines a pure state, since the states with zero projection along $z$ and with zero projection along $x$ both have $\langle\mathbf S\rangle=0$ and are not multiples of one another. And no continuous choice of unit spinor covers the whole sphere, so a formula that is continuous wherever it applies, like the one above for $z>-1$, has to leave out at least one point, and a choice that covers every point is discontinuous somewhere.

In the proof of `orthogonal_iff_antipodal`, `hd`, `h1` and `h2` are the mixed dot product and the two squared lengths with the norms set to one. The step `hz` expands the squared length of the sum into four dot products and finds zero, and `dotProduct_self_eq_zero` concludes that the sum is the zero vector. The reverse direction substitutes $-\mathbf n(\varphi)$ for $\mathbf n(\psi)$ in `hd` and solves for the squared overlap.

```lean
/-- Two unit spinors are orthogonal exactly when their Bloch vectors are opposite. -/
theorem orthogonal_iff_antipodal (φ ψ : Spinor)
    (hφ : spinorNormSq φ = 1) (hψ : spinorNormSq ψ = 1) :
    braket φ ψ = 0 ↔ bloch ψ = -bloch φ := by
  have hd := bloch_dot_bloch φ ψ
  have h1 := bloch_dot_self φ
  have h2 := bloch_dot_self ψ
  rw [hφ, hψ] at hd
  rw [hφ] at h1
  rw [hψ] at h2
  constructor
  · intro h0
    rw [h0, Complex.normSq_zero] at hd
    -- the sum of the two Bloch vectors has zero length
    have hz : (bloch ψ + bloch φ) ⬝ᵥ (bloch ψ + bloch φ) = 0 := by
      rw [add_dotProduct, dotProduct_add, dotProduct_add, dotProduct_comm (bloch ψ) (bloch φ)]
      linarith
    exact eq_neg_of_add_eq_zero_left (dotProduct_self_eq_zero.mp hz)
  · intro h
    rw [h, dotProduct_neg] at hd
    exact Complex.normSq_eq_zero.mp (by linarith)

end

end HopfMap
```

```lean
#print axioms HopfMap.bloch_eq_expectation
-- 'HopfMap.bloch_eq_expectation' depends on axioms: [propext, Classical.choice, Quot.sound]
#print axioms HopfMap.hopf_map
-- 'HopfMap.hopf_map' depends on axioms: [propext, Classical.choice, Quot.sound]
#print axioms HopfMap.bloch_surjective
-- 'HopfMap.bloch_surjective' depends on axioms: [propext, Classical.choice, Quot.sound]
#print axioms HopfMap.orthogonal_iff_antipodal
-- 'HopfMap.orthogonal_iff_antipodal' depends on axioms: [propext, Classical.choice, Quot.sound]
```
